# With a gap in one orbital channel, weak spin-orbit coupling moves the degeneracy-weighted mean of the lowest j = l ± 1/2 levels only at second order

The lowest p level of an atom splits under spin-orbit coupling into $p_{3/2}$ and $p_{1/2}$. A calculation without the coupling gives a single energy $E_0$. How far can the degeneracy-weighted mean of the two split levels lie from $E_0$, once the radial functions are allowed to respond to the coupling?

Let $H$ be the Hermitian Hamiltonian of one orbital channel, without spin-orbit coupling, on a finite-dimensional space. Its lowest eigenvalue $E_0$ is simple, and the next lies at least $g>0$ above it. Let $W$ be the Hermitian operator that multiplies $\mathbf L\cdot\mathbf S$ (with $\hbar=1$), and let its operator norm be at most $w$. For $j=3/2$ and $j=1/2$ the angular factor $\mathbf L\cdot\mathbf S$ equals $1/2$ and $-1$, so the two levels $E_3$ and $E_1$ are the lowest eigenvalues of $H+W/2$ and $H-W$. If $w\le g/4$, then

$$E_0-\frac{w^2}{g}\;\le\;\frac{2E_3+E_1}{3}\;\le\;E_0 .$$

For general orbital momentum $l$ the factors are $l/2$ and $-(l+1)/2$, and the degeneracies $2l+2$ and $2l$ give weights $l+1$ and $l$. With $E_+$ and $E_-$ the lowest eigenvalues for $j=l\pm\tfrac12$, and $(l+1)w/2\le g/4$,

$$E_0-\frac{l(l+1)}{2}\,\frac{w^2}{g}\;\le\;\frac{(l+1)E_++lE_-}{2l+1}\;\le\;E_0 .$$

## Averaged pseudopotentials and a test of the spin-orbit term

A relativistic pseudopotential with one component $V_{l\pm1/2}$ per $j$ can be stored as an average and a difference:

$$\bar V_l=\frac{(l+1)V_{l+1/2}+lV_{l-1/2}}{2l+1},\qquad W_l=\frac{2}{2l+1}\,\bigl(V_{l+1/2}-V_{l-1/2}\bigr).$$

One way to leave out spin-orbit coupling is to keep $\bar V_l$ and drop $W_l$. For one channel of an atom, with a fixed one-electron Hamiltonian in a finite basis that meets the gap and size conditions, the bound limits the resulting error in the mean of the lowest levels.

It also gives a test. Keep $H$ fixed, without a new self-consistent cycle, multiply $W$ by a factor $\lambda$ between 0 and 1, and compare the weighted mean with $E_0$. The mean must not exceed $E_0$ beyond numerical error, and its depth below $E_0$ is at most $\lambda^2$ times the original bound. A deviation that stays linear in $\lambda$ as $\lambda\to0$ points to a wrong weight or a wrong angular factor. An offset that remains at $\lambda=0$ can come from different averages $\bar V_l$ in the runs being compared.

In an orthonormal basis, $w$ can be taken as the largest absolute eigenvalue of the matrix of $W$, and $g$ as the distance between the two lowest eigenvalues of $H$. A spin-orbit factor growing like $1/r^3$, sampled close to a nucleus, can make $w$ too large for the hypothesis.

## First order cancels, and a square bounds the rest

Let $\psi$ be the normalised ground state of $H$, let $\bar W=\langle\psi,W\psi\rangle$, and let $t$ be the angular factor.

**Upper bound.** Expand a state $x$ in an orthonormal eigenbasis $b_i$ of a Hermitian operator $A$ with eigenvalues $e_i$ and lowest eigenvalue $E$:

$$\langle x,Ax\rangle=\sum_i e_i|\langle b_i,x\rangle|^2\ge E\|x\|^2 .$$

With $A=H+tW$ and $x=\psi$, the lowest level is at most $E_0+t\bar W$.

**Lower bound.** Let $(H+tW)x=ex$ with $x\ne0$, and write $x=a\psi+y$ with $y\perp\psi$. Then $\|x\|^2=|a|^2+\|y\|^2$. The cross terms of $H$ vanish because $\psi$ is an eigenstate, and the gap gives

$$\langle x,Hx\rangle\ge E_0|a|^2+(E_0+g)\|y\|^2 .$$

Put $s=|t|w$ and suppose $s\le g/4$. Each of the two cross terms of $tW$ has a real part of at least $-s|a|\|y\|$, and the term in $y$ alone is at least $-s\|y\|^2$, so

$$t\langle x,Wx\rangle\ge t\bar W|a|^2-2s|a|\|y\|-s\|y\|^2 .$$

Add the two estimates and subtract $(E_0+t\bar W)\|x\|^2$. Since $t\bar W\le s$ and $g-2s\ge g/2$,

$$\begin{aligned}
(e-E_0-t\bar W)\|x\|^2
&\ge (g-s-t\bar W)\|y\|^2-2s|a|\|y\|\\
&\ge \frac g2\|y\|^2-2s|a|\|y\|\\
&=\frac g2\left(\|y\|-\frac{2s|a|}{g}\right)^2-\frac{2s^2}{g}|a|^2\\
&\ge-\frac{2s^2}{g}\|x\|^2 .
\end{aligned}$$

Division by $\|x\|^2$ gives $e\ge E_0+t\bar W-2(tw)^2/g$.

**Weighted mean.** The first-order terms cancel:

$$(l+1)\frac l2\bar W-l\,\frac{l+1}2\bar W=0 .$$

The upper bounds therefore average to $E_0$. The second-order terms in the lower bounds average to

$$\frac{2w^2}{g(2l+1)}\left[(l+1)\frac{l^2}{4}+l\,\frac{(l+1)^2}{4}\right]=\frac{l(l+1)}2\frac{w^2}{g}.$$

The condition $(l+1)w/2\le g/4$ covers both channels, since $l/2\le(l+1)/2$. Setting $l=1$ gives the p-shell result.

## The Lean file

```lean
import Mathlib

namespace SpinOrbitBarycentre

noncomputable section

variable {V : Type*} [NormedAddCommGroup V] [InnerProductSpace ℂ V]

/-- The real part of `⟨x, A x⟩`. -/
def expect (A : V →ₗ[ℂ] V) (x : V) : ℝ := (inner ℂ x (A x)).re

/-- The real eigenvalues of `A`. -/
def levels (A : V →ₗ[ℂ] V) : Set ℝ := {e | ∃ x : V, x ≠ 0 ∧ A x = (e : ℂ) • x}

/-- `E` is the lowest real eigenvalue of `A`. -/
def IsLowestLevel (A : V →ₗ[ℂ] V) (E : ℝ) : Prop := IsLeast (levels A) E

/-- The Hamiltonian `H + t W`, with spin-orbit operator `W` and angular factor `t`. -/
def coupled (H W : V →ₗ[ℂ] V) (t : ℝ) : V →ₗ[ℂ] V := H + (t : ℂ) • W

/-- `ψ` is a normalised eigenstate of `H` with energy `E0`, and all normalised states
orthogonal to it have mean energy at least `E0 + g`, with `g > 0`. -/
structure GappedGround (H : V →ₗ[ℂ] V) (ψ : V) (E0 g : ℝ) : Prop where
  gap_pos : 0 < g
  norm_one : ‖ψ‖ = 1
  eigen : H ψ = (E0 : ℂ) • ψ
  gap : ∀ y : V, inner ℂ ψ y = 0 → (E0 + g) * ‖y‖ ^ 2 ≤ expect H y

variable {H W : V →ₗ[ℂ] V} {ψ : V} {E0 g w t : ℝ}

/-- The mean energy under `H + t W` is the sum of the two contributions. -/
theorem expect_coupled (H W : V →ₗ[ℂ] V) (t : ℝ) (x : V) :
    expect (coupled H W t) x = expect H x + t * expect W x := by
  simp [expect, coupled]

/-- In an eigenstate the expectation value is the eigenvalue times the squared norm. -/
theorem expect_eigen {A : V →ₗ[ℂ] V} {e : ℝ} {x : V} (hx : A x = (e : ℂ) • x) :
    expect A x = e * ‖x‖ ^ 2 := by
  unfold expect
  rw [hx, inner_smul_right, Complex.re_ofReal_mul]
  exact congrArg (e * ·) (inner_self_eq_norm_sq (𝕜 := ℂ) x)

/-- Variational principle: the lowest level of a Hermitian operator, times the squared norm,
bounds the expectation value from below. -/
theorem lowest_le_expect [FiniteDimensional ℂ V] {A : V →ₗ[ℂ] V} (hA : A.IsSymmetric)
    {E : ℝ} (hE : IsLowestLevel A E) (x : V) : E * ‖x‖ ^ 2 ≤ expect A x := by
  obtain ⟨n, b, e, hb⟩ : ∃ (n : ℕ) (b : OrthonormalBasis (Fin n) ℂ V) (e : Fin n → ℝ),
      ∀ i, A (b i) = (e i : ℂ) • b i :=
    ⟨_, hA.eigenvectorBasis rfl, hA.eigenvalues rfl, fun i => hA.apply_eigenvectorBasis rfl i⟩
  -- expand in the eigenbasis
  have h1 : expect A x = ∑ i, e i * ‖inner ℂ (b i) x‖ ^ 2 := by
    unfold expect
    rw [← b.sum_inner_mul_inner x (A x), Complex.re_sum]
    refine Finset.sum_congr rfl fun i _ => ?_
    rw [← hA (b i) x, hb, inner_smul_left, Complex.conj_ofReal, ← inner_conj_symm x (b i),
      Complex.sq_norm, Complex.normSq_apply]
    simp only [Complex.mul_re, Complex.mul_im, Complex.conj_re, Complex.conj_im,
      Complex.ofReal_re, Complex.ofReal_im]
    ring
  rw [h1, ← b.sum_sq_norm_inner_right x, Finset.mul_sum]
  exact Finset.sum_le_sum fun i _ => mul_le_mul_of_nonneg_right
    (hE.2 ⟨b i, b.orthonormal.ne_zero i, hb i⟩) (sq_nonneg _)

/-- If `|t| w ≤ g / 4`, every level of `H + t W` is at least the first-order energy minus `2 (t w)²
/ g`. -/
theorem level_lower {e : ℝ} (hH : H.IsSymmetric) (hψ : GappedGround H ψ E0 g)
    (hw : ∀ x, ‖W x‖ ≤ w * ‖x‖) (ht : |t| * w ≤ g / 4) (he : e ∈ levels (coupled H W t)) :
    E0 + t * expect W ψ - 2 * (t * w) ^ 2 / g ≤ e := by
  obtain ⟨hg, hn, h0, hgap⟩ := hψ
  obtain ⟨x, hx0, hx⟩ := he
  -- split the eigenstate into its ground-state part and the rest
  obtain ⟨a, y, hy, rfl⟩ : ∃ (a : ℂ) (y : V), inner ℂ ψ y = 0 ∧ x = a • ψ + y :=
    ⟨inner ℂ ψ x, x - (inner ℂ ψ x : ℂ) • ψ, by
      rw [inner_sub_right, inner_smul_right, inner_self_eq_norm_sq_to_K, hn]; simp, by abel⟩
  have hna : ‖a • ψ‖ = ‖a‖ := by rw [norm_smul, hn, mul_one]
  have hnx : ‖a • ψ + y‖ ^ 2 = ‖a‖ ^ 2 + ‖y‖ ^ 2 := by
    have h := norm_add_sq (𝕜 := ℂ) (a • ψ) y
    rw [inner_smul_left, hy, mul_zero, hna] at h
    simpa using h
  have hA : ∀ A : V →ₗ[ℂ] V, expect A (a • ψ + y) = ‖a‖ ^ 2 * expect A ψ
      + (inner ℂ (a • ψ) (A y)).re + (inner ℂ y (A (a • ψ))).re + expect A y := by
    intro A
    have h : expect A (a • ψ) = ‖a‖ ^ 2 * expect A ψ := by
      unfold expect
      rw [Complex.sq_norm, Complex.normSq_apply, map_smul, inner_smul_left, inner_smul_right]
      simp only [Complex.mul_re, Complex.mul_im, Complex.conj_re, Complex.conj_im]
      ring
    rw [← h]
    unfold expect
    rw [map_add]
    simp only [inner_add_left, inner_add_right, Complex.add_re]
    ring
  have h1 : (inner ℂ (a • ψ) (H y)).re = 0 := by
    rw [← hH (a • ψ) y, map_smul, h0, inner_smul_left, inner_smul_left, hy]; simp
  have h2 : (inner ℂ y (H (a • ψ))).re = 0 := by
    rw [map_smul, h0, inner_smul_right, inner_smul_right, inner_eq_zero_symm.1 hy]; simp
  -- matrix elements of `t W` are controlled by `s = |t| w`
  obtain ⟨s, hs⟩ : ∃ s, s = |t| * w := ⟨_, rfl⟩
  have hb : ∀ u v : V, |t * (inner ℂ u (W v)).re| ≤ s * (‖u‖ * ‖v‖) := by
    intro u v
    have h := (Complex.abs_re_le_norm _).trans ((norm_inner_le_norm (𝕜 := ℂ) u (W v)).trans
      (mul_le_mul_of_nonneg_left (hw v) (norm_nonneg u)))
    rw [abs_mul, hs]
    exact (mul_le_mul_of_nonneg_left h (abs_nonneg t)).trans (le_of_eq (by ring))
  have b1 := (abs_le.1 (hb (a • ψ) y)).1
  have b2 := (abs_le.1 (hb y (a • ψ))).1
  have b3 : -(s * (‖y‖ * ‖y‖)) ≤ t * expect W y := (abs_le.1 (hb y y)).1
  have b4 : t * expect W ψ ≤ s * (‖ψ‖ * ‖ψ‖) := (abs_le.1 (hb ψ ψ)).2
  rw [hna] at b1 b2
  rw [hn, mul_one, mul_one] at b4
  rw [← hs] at ht
  obtain ⟨q, hq⟩ : ∃ q, q = s ^ 2 / g := ⟨_, rfl⟩
  have hq0 : 0 ≤ q := by rw [hq]; positivity
  have hqt : 2 * (t * w) ^ 2 / g = 2 * q := by
    rw [hq, hs, mul_pow, mul_pow, sq_abs]; ring
  -- complete the square
  have key : 0 ≤ g / 2 * ‖y‖ ^ 2 - 2 * s * ‖a‖ * ‖y‖ + 2 * q * ‖a‖ ^ 2 := by
    have h : g / 2 * ‖y‖ ^ 2 - 2 * s * ‖a‖ * ‖y‖ + 2 * q * ‖a‖ ^ 2
        = g / 2 * (‖y‖ - 2 * s * ‖a‖ / g) ^ 2 := by
      rw [hq]; field_simp; ring
    rw [h]; positivity
  have c1 := mul_le_mul_of_nonneg_right b4 (sq_nonneg ‖y‖)
  have c2 := mul_le_mul_of_nonneg_right ht (sq_nonneg ‖y‖)
  have c3 := mul_nonneg hq0 (sq_nonneg ‖y‖)
  have c4 := hgap y hy
  refine le_of_mul_le_mul_right ?_ (pow_pos (norm_pos_iff.2 hx0) 2)
  rw [← expect_eigen hx, expect_coupled, hnx, hA H, hA W, h1, h2, expect_eigen h0, hn, hqt]
  nlinarith

/-- The lowest level of `H + t W` is at most its first-order energy. -/
theorem lowest_upper [FiniteDimensional ℂ V] {E : ℝ} (hH : H.IsSymmetric)
    (hW : W.IsSymmetric) (hψ : GappedGround H ψ E0 g)
    (hE : IsLowestLevel (coupled H W t) E) : E ≤ E0 + t * expect W ψ := by
  have hA : (coupled H W t).IsSymmetric := by
    intro x y
    show inner ℂ (H x + (t : ℂ) • W x) y = inner ℂ x (H y + (t : ℂ) • W y)
    rw [inner_add_left, inner_add_right, inner_smul_left, inner_smul_right,
      Complex.conj_ofReal, hH x y, hW x y]
  have h := lowest_le_expect hA hE ψ
  rw [expect_coupled, expect_eigen hψ.eigen, hψ.norm_one] at h
  linarith

/-- For orbital momentum `l` and `(l + 1) w / 2 ≤ g / 4`, the degeneracy-weighted mean of the lowest
`j = l + 1/2` and `j = l - 1/2` levels lies at most `l (l + 1) w² / (2 g)` below `E0`, and never
above it. -/
theorem barycentre_bounds [FiniteDimensional ℂ V] {Ep Em : ℝ} (l : ℕ) (hH : H.IsSymmetric)
    (hW : W.IsSymmetric) (hψ : GappedGround H ψ E0 g) (hw : ∀ x, ‖W x‖ ≤ w * ‖x‖)
    (hwg : ((l : ℝ) + 1) / 2 * w ≤ g / 4)
    (hEp : IsLowestLevel (coupled H W ((l : ℝ) / 2)) Ep)
    (hEm : IsLowestLevel (coupled H W (-((l : ℝ) + 1) / 2)) Em) :
    E0 - (l : ℝ) * (l + 1) / 2 * (w ^ 2 / g) ≤ ((l + 1) * Ep + l * Em) / (2 * l + 1) ∧
      ((l + 1) * Ep + l * Em) / (2 * l + 1) ≤ E0 := by
  have hw0 : 0 ≤ w := by
    have h := (norm_nonneg _).trans (hw ψ)
    rwa [hψ.norm_one, mul_one] at h
  have hl : (0 : ℝ) ≤ l := Nat.cast_nonneg l
  have hl1 : (0 : ℝ) ≤ (l : ℝ) + 1 := by linarith
  have hd : (0 : ℝ) < 2 * (l : ℝ) + 1 := by linarith
  have hp := level_lower hH hψ hw (by rw [abs_of_nonneg (by linarith)]; nlinarith) hEp.1
  have hm := level_lower hH hψ hw (by rw [abs_of_nonpos (by linarith)]; linarith) hEm.1
  -- the weights cancel the first-order terms
  constructor
  · rw [le_div_iff₀ hd]
    refine le_trans (le_of_eq ?_) (add_le_add (mul_le_mul_of_nonneg_left hp hl1)
      (mul_le_mul_of_nonneg_left hm hl))
    ring
  · rw [div_le_iff₀ hd]
    refine (add_le_add (mul_le_mul_of_nonneg_left (lowest_upper hH hW hψ hEp) hl1)
      (mul_le_mul_of_nonneg_left (lowest_upper hH hW hψ hEm) hl)).trans (le_of_eq ?_)
    ring

/-- For a p shell with `w ≤ g / 4`, the weighted mean of the lowest levels of `H + W/2` (`p3/2`) and
`H - W` (`p1/2`) lies between `E0 - w² / g` and `E0`. -/
theorem p_shell_barycentre [FiniteDimensional ℂ V] {E3 E1 : ℝ} (hH : H.IsSymmetric)
    (hW : W.IsSymmetric) (hψ : GappedGround H ψ E0 g) (hw : ∀ x, ‖W x‖ ≤ w * ‖x‖)
    (hwg : w ≤ g / 4) (hE3 : IsLowestLevel (coupled H W (1 / 2)) E3)
    (hE1 : IsLowestLevel (coupled H W (-1)) E1) :
    E0 - w ^ 2 / g ≤ (2 * E3 + E1) / 3 ∧ (2 * E3 + E1) / 3 ≤ E0 := by
  have e1 : -(((1 : ℕ) : ℝ) + 1) / 2 = -1 := by norm_num
  have h := barycentre_bounds 1 hH hW hψ hw (by norm_num; linarith)
    (by rw [Nat.cast_one]; exact hE3) (by rw [e1]; exact hE1)
  norm_num at h
  constructor <;> linarith [h.1, h.2]

/-- The two-level operator with real matrix `(a, b; b, d)`. -/
def twoLevel (a b d : ℝ) : EuclideanSpace ℂ (Fin 2) →ₗ[ℂ] EuclideanSpace ℂ (Fin 2) where
  toFun x := !₂[(a : ℂ) * x 0 + b * x 1, (b : ℂ) * x 0 + d * x 1]
  map_add' x y := by ext i; fin_cases i <;> simp <;> ring
  map_smul' c x := by ext i; fin_cases i <;> simp <;> ring

/-- Two levels at `0` and `g`, coupled by an off-diagonal element `w`, satisfy the assumptions
on `H` and `W`. -/
theorem twoLevel_witness {g w : ℝ} (hg : 0 < g) (hw : 0 ≤ w) :
    (twoLevel 0 0 g).IsSymmetric ∧ (twoLevel 0 w 0).IsSymmetric ∧
      (∀ x, ‖twoLevel 0 w 0 x‖ ≤ w * ‖x‖) ∧ GappedGround (twoLevel 0 0 g) !₂[1, 0] 0 g := by
  have hsym : ∀ a b d : ℝ, (twoLevel a b d).IsSymmetric := by
    intro a b d x y
    simp [twoLevel, PiLp.inner_apply, Fin.sum_univ_two]
    ring
  refine ⟨hsym _ _ _, hsym _ _ _, fun x => ?_, hg, ?_, ?_, fun y hy => ?_⟩
  · rw [← pow_le_pow_iff_left₀ (norm_nonneg _) (by positivity) two_ne_zero, mul_pow,
      EuclideanSpace.norm_sq_eq, EuclideanSpace.norm_sq_eq]
    simp only [twoLevel, LinearMap.coe_mk, AddHom.coe_mk, Fin.sum_univ_two]
    simp [mul_pow]
    linarith
  · simp [EuclideanSpace.norm_eq]
  · ext i; fin_cases i <;> simp [twoLevel]
  · have hy0 : y 0 = 0 := by simpa [PiLp.inner_apply, Fin.sum_univ_two] using hy
    rw [EuclideanSpace.norm_sq_eq, Fin.sum_univ_two, hy0, Complex.sq_norm, Complex.sq_norm,
      Complex.normSq_apply, Complex.normSq_apply]
    simp [expect, twoLevel, PiLp.inner_apply, Fin.sum_univ_two, hy0]
    linarith

end

end SpinOrbitBarycentre
```

```lean
#print axioms SpinOrbitBarycentre.barycentre_bounds
-- 'SpinOrbitBarycentre.barycentre_bounds' depends on axioms: [propext, Classical.choice, Quot.sound]
#print axioms SpinOrbitBarycentre.p_shell_barycentre
-- 'SpinOrbitBarycentre.p_shell_barycentre' depends on axioms: [propext, Classical.choice, Quot.sound]
```

## What the hypotheses mean and where the bound stops

The space `V` is a complex inner product space, finite-dimensional in the final theorems. It stands for the states of one channel with the angular and spin parts already separated off; otherwise the magnetic degeneracy would spoil the gap. Operators are linear maps, and `IsSymmetric` means Hermitian. `expect A x` is the real part of $\langle x,Ax\rangle$, without division by the norm.

`levels A` is the set of real eigenvalues, and `IsLowestLevel A E` says that `E` belongs to this set and is its least element. `coupled H W t` is $H+tW$. The hypothesis `hw` says that the operator norm of `W` is at most `w`, so any upper estimate will do.

`GappedGround` contains the normalised eigenstate and the gap, stated as $\langle y,Hy\rangle\ge(E_0+g)\|y\|^2$ for every $y\perp\psi$. For a Hermitian matrix, this is what a simple lowest eigenvalue with the next one at or above $E_0+g$ provides. Physically, a gap that is large compared with the coupling keeps the admixture of the other states of the channel small.

`barycentre_bounds` is the statement for every natural number $l$, with `Ep` and `Em` for $E_+$ and $E_-$. At $l=0$ the second level has weight zero, and the theorem reduces to $E_+=E_0$. `p_shell_barycentre` is the case $l=1$.

The theorems concern fixed linear operators and the lowest level in each channel. They do not treat:

- self-consistent changes of the potential between the two calculations;
- higher levels of the same channel;
- the continuum limit of a grid or basis;
- the derivation of $H+tW$ from the Dirac equation.

In a non-orthogonal basis, $w$ and $g$ can be read off from the generalised eigenvalues with the overlap matrix, but in general not from the eigenvalues of the bare matrices. The bound also says nothing about the size of the splitting $E_3-E_1$, which is generally of first order.

## How the proof follows the derivation

`expect_coupled` separates the mean energy into its $H$ and $W$ parts, and `expect_eigen` evaluates it in an eigenstate. `lowest_le_expect` is the variational principle: it takes an eigenbasis from the spectral theorem, expands the expectation value and compares the sums term by term. `lowest_upper` checks that $H+tW$ is Hermitian and inserts $\psi$ as the trial state. It needs no limit on `w`.

`level_lower` carries the main estimate, for every level of $H+tW$ and not just the lowest. It splits the eigenstate into `a • ψ + y`; `hnx` is the Pythagorean identity, and `hA` expands the expectation value into four terms. `h1` and `h2` remove the cross terms of $H$. The Cauchy–Schwarz inequality and the norm bound give `hb`, from which `b1` to `b4` follow as the estimates on $tW$. With `q` equal to $s^2/g$, the step `key` is the completed square, and `nlinarith` combines it with the gap inequality.

In `barycentre_bounds` the two lower bounds, and then the two upper bounds, are multiplied by the weights and added; `ring` confirms the cancellation at first order. `p_shell_barycentre` inserts $l=1$ and simplifies the numbers.

`twoLevel_witness` shows that the assumptions on $H$ and $W$ are met by levels at $0$ and $g$ coupled by an off-diagonal element $w$, for any $g>0$ and $w\ge0$. Choosing $w\le g/4$ then also meets the p-shell size condition.
